# Bands that overlap by more than 2v between two k points keep overlapping under potentials of norm at most v

## Do the gaps at the zone boundary add up to a global gap?

On a square lattice, a free electron at the zone corner has twice the kinetic energy it has at the middle of a zone edge. The lowest band at the corner therefore lies above the second band at the edge midpoint. Now I switch on a weak periodic potential. It splits the degenerate levels at the zone boundary, and with two electrons per cell I would like to fill the lower band and call the result an insulator. But the lower band still seems to reach higher in one place than the upper band does in another. How weak must the potential be for me to be sure that no single energy separates the two bands?

## The overlap survives if it exceeds twice the norm of the potential

A potential can lower the higher of the two overlapping levels by at most $v$ and raise the lower one by at most $v$, where $v$ bounds its operator norm. An overlap larger than $2v$ therefore survives. If the kinetic energy at your edge midpoint is $\varepsilon$, the overlap is $\varepsilon$, and $v<\varepsilon/2$ is enough in any finite plane-wave basis that contains the degenerate waves at both points.

### Bounding the two levels with trial states

Let $A$ and $B$ be the Hermitian $n\times n$ Hamiltonians at the two k points, and $V$ and $W$ the Hermitian potentials added there, with $\|V\|,\|W\|\le v$. Write $E_0(A)\le\dots\le E_{n-1}(A)$ for the eigenvalues, counted with multiplicity.

If $a_i$ are orthonormal eigenvectors of $A$ with energies $E_i(A)$, then $\langle a_i,Ax\rangle=\langle Aa_i,x\rangle=E_i(A)\langle a_i,x\rangle$. Hence

$$\langle x,Ax\rangle=\sum_i\langle x,a_i\rangle\langle a_i,Ax\rangle=\sum_i E_i(A)\,|\langle a_i,x\rangle|^2 .$$

Take a second Hermitian matrix $H$ with ordered eigenvectors $h_i$, and fix a level number $m$. Require $\langle a_i,x\rangle=0$ for $i<m$ and $\langle h_i,x\rangle=0$ for $i>m$. These are $m+(n-1-m)=n-1$ linear conditions in $n$ dimensions, so some $x\neq0$ satisfies them all. Only levels $i\ge m$ of $A$ and $i\le m$ of $H$ contribute, and since $\sum_i|\langle a_i,x\rangle|^2=\sum_i|\langle h_i,x\rangle|^2=\|x\|^2$,

$$E_m(A)\|x\|^2\le\langle x,Ax\rangle,\qquad \langle x,Hx\rangle\le E_m(H)\|x\|^2 .$$

The potential shifts an expectation by little:

$$|\langle x,Vx\rangle|\le\|x\|\,\|Vx\|\le v\|x\|^2 .$$

At the first k point, use level $i$ and $H=A+V$:

$$E_i(A)\|x\|^2\le\langle x,Ax\rangle\le\langle x,(A+V)x\rangle+v\|x\|^2\le\big(E_i(A+V)+v\big)\|x\|^2 .$$

At the second, use level $j$, with $B+W$ as the first matrix and $B$ as the second. This gives a state $y\ne0$ with

$$E_j(B+W)\|y\|^2\le\langle y,(B+W)y\rangle\le\langle y,By\rangle+v\|y\|^2\le\big(E_j(B)+v\big)\|y\|^2 .$$

Suppose that level $i$ of $A$ exceeds level $j$ of $B$ by more than $2v$. Dividing by the squared norms and subtracting,

$$E_i(A+V)-E_j(B+W)\ge E_i(A)-E_j(B)-2v>0 .$$

Now set $i=m$ and $j=m+1$. An energy $\mu$ in a global gap would lie above band $m$ at the first k point and below band $m+1$ at the second, so $E_m(A+V)<\mu<E_{m+1}(B+W)$, which contradicts the last inequality.

### Where the bound stops working

Some overlap is not enough; its size matters. Take $v=1$, $A=\mathrm{diag}(1,3)$ and $B=\mathrm{diag}(-1,0)$, which overlap by $1$. Adding $\mathrm{diag}(-1,1)$ to both gives $\mathrm{diag}(0,4)$ and $\mathrm{diag}(-2,1)$, and $\mu=1/2$ now separates the bands at both points.

It is also wrong to read $v$ as the largest matrix element of the potential. Let $J$ be the $2\times2$ matrix of ones, $A=3\cdot\mathbb 1$, $B=0$, $V=-J$ and $W=J$. All entries of the potentials have modulus $1$ and the overlap is $3>2$, yet the levels become $1,3$ and $0,2$, with a gap around $3/2$. The operator norm of $J$ is $2$, so the correct threshold would have been $4$. Both examples use general Hermitian matrices; a local potential has the same diagonal element, its spatial average, for every plane wave at every k point. For a local potential $U(\mathbf r)$, the maximum of $|U(\mathbf r)|$ is a safe choice of $v$.

### What the Lean statements say

`bandEnergy hA m` is eigenvalue number `m` of a Hermitian matrix, sorted increasingly and numbered from 0. `expectation A x` is the real part of $\langle x,Ax\rangle$ for a state that need not be normalised; the normalised energy is this divided by $\|x\|^2$. The line `open scoped Matrix.Norms.L2Operator` makes `‖V‖` the operator norm for the Euclidean length.

`band_overlap_persists` is the inequality for arbitrary levels `i` and `j`. In `no_global_gap`, `K` is any set of k points, `H k` is the Hamiltonian and `V k` the potential at each of them. `HasGlobalGap` means that one energy `μ` lies strictly between bands `m` and `m + 1` at every `k`. The condition `m + 1 < n` ensures that both bands exist.

The matrices need only be Hermitian: the free-electron form of the kinetic energy, continuity in k and the lattice are not used, and the potential may vary with k. Lean takes the same basis size $n$ at every k point. A plane-wave cutoff can give different sizes, and the argument still applies, because each estimate concerns one k point. The model is non-interacting and has a finite basis. Within it, the theorem gives a sufficient test for band overlap from the unperturbed levels and a bound on the norm of the potential; whether the system is a metal also depends on the filling.

`overlap_threshold_sharp` treats an overlap of exactly $2v$. The levels $2v,3v$ and $-v,0$ become $v,4v$ and $-2v,v$ under the same potential $\mathrm{diag}(-v,v)$, so the strict excess is lost and the two levels coincide. No energy lies strictly between them, so there is still no global gap; the example with $v=1$ above shows one opening at a smaller overlap. The threshold is sharp among Hermitian matrices: a local potential would have equal diagonal elements in a plane-wave basis.

```lean
import Mathlib

open Matrix
open scoped Matrix.Norms.L2Operator

namespace BandOverlap

noncomputable section

variable {n : ℕ}

/-- The energy expectation `⟨x, A x⟩` (real part) of a state `x`, not necessarily normalised. -/
def expectation (A : Matrix (Fin n) (Fin n) ℂ) (x : EuclideanSpace ℂ (Fin n)) : ℝ :=
  (inner ℂ x (Matrix.toEuclideanLin A x)).re

/-- The band energies at one k point: the eigenvalues of a Hermitian matrix in increasing
order, counted with multiplicity and numbered from 0. -/
def bandEnergy {A : Matrix (Fin n) (Fin n) ℂ} (hA : A.IsHermitian) (m : Fin n) : ℝ :=
  hA.eigenvalues (Tuple.sort hA.eigenvalues m)

/-- The orthonormal basis `b` consists of eigenstates of `A` with increasing energies `e`. -/
structure IsLevelScheme (A : Matrix (Fin n) (Fin n) ℂ) (e : Fin n → ℝ)
    (b : OrthonormalBasis (Fin n) ℂ (EuclideanSpace ℂ (Fin n))) : Prop where
  mono : Monotone e
  eig : ∀ i, Matrix.toEuclideanLin A (b i) = (e i : ℂ) • b i

/-- A global gap above band `m`: one energy lies strictly between bands `m` and `m + 1`
at every k point. -/
def HasGlobalGap {K : Type*} {H : K → Matrix (Fin n) (Fin n) ℂ}
    (hH : ∀ k, (H k).IsHermitian) (m : ℕ) (hm : m + 1 < n) : Prop :=
  ∃ μ : ℝ, ∀ k, bandEnergy (hH k) ⟨m, by omega⟩ < μ ∧ μ < bandEnergy (hH k) ⟨m + 1, hm⟩

/-- A Hamiltonian that is diagonal in the plane-wave basis, with real energies `d`. -/
def planeWaveDiagonal (d : Fin n → ℝ) : Matrix (Fin n) (Fin n) ℂ :=
  Matrix.diagonal fun i => (d i : ℂ)

/-- A plane-wave diagonal Hamiltonian is Hermitian. -/
theorem isHermitian_planeWaveDiagonal (d : Fin n → ℝ) : (planeWaveDiagonal d).IsHermitian := by
  unfold planeWaveDiagonal Matrix.IsHermitian
  rw [Matrix.diagonal_conjTranspose]
  congr 1
  funext i
  exact Complex.conj_ofReal _

/-- The band energies of a Hermitian matrix belong to an orthonormal basis of eigenstates. -/
theorem isLevelScheme_bandEnergy {A : Matrix (Fin n) (Fin n) ℂ} (hA : A.IsHermitian) :
    IsLevelScheme A (bandEnergy hA)
      (hA.eigenvectorBasis.reindex (Tuple.sort hA.eigenvalues).symm) where
  mono := Tuple.monotone_sort hA.eigenvalues
  eig i := by
    rw [OrthonormalBasis.reindex_apply, Equiv.symm_symm]
    ext j
    refine (congrFun (hA.mulVec_eigenvectorBasis (Tuple.sort hA.eigenvalues i)) j).trans ?_
    simp [bandEnergy]

/-- The energy expectation of a Hermitian matrix is the sum of its level energies weighted by
the squared overlaps of the state with the eigenstates. -/
theorem expectation_eq {A : Matrix (Fin n) (Fin n) ℂ} (hA : A.IsHermitian) {e : Fin n → ℝ}
    {b : OrthonormalBasis (Fin n) ℂ (EuclideanSpace ℂ (Fin n))} (h : IsLevelScheme A e b)
    (x : EuclideanSpace ℂ (Fin n)) :
    expectation A x = ∑ i, e i * ‖inner ℂ (b i) x‖ ^ 2 := by
  have hs := isSymmetric_toEuclideanLin_iff.2 hA
  unfold expectation
  rw [← b.sum_inner_mul_inner x, Complex.re_sum]
  refine Finset.sum_congr rfl fun i _ => ?_
  have h1 : inner ℂ (b i) (Matrix.toEuclideanLin A x) = (e i : ℂ) * inner ℂ (b i) x := by
    rw [← hs (b i) x, h.eig i, inner_smul_left, Complex.conj_ofReal]
  rw [h1, ← inner_conj_symm x (b i)]
  generalize inner ℂ (b i) x = z
  rw [Complex.sq_norm, Complex.normSq_apply]
  simp
  ring

/-- For two Hermitian matrices and a level number `m`, some nonzero state satisfies two bounds per
unit squared norm: its expectation of the first matrix is at least level `m` of that matrix, and its
expectation of the second matrix is at most level `m` of that one. -/
theorem exists_common_trial_state {A H : Matrix (Fin n) (Fin n) ℂ} (hA : A.IsHermitian)
    (hH : H.IsHermitian) {α β : Fin n → ℝ}
    {a h : OrthonormalBasis (Fin n) ℂ (EuclideanSpace ℂ (Fin n))}
    (ha : IsLevelScheme A α a) (hh : IsLevelScheme H β h) (m : Fin n) :
    ∃ x : EuclideanSpace ℂ (Fin n), x ≠ 0 ∧
      α m * ‖x‖ ^ 2 ≤ expectation A x ∧ expectation H x ≤ β m * ‖x‖ ^ 2 := by
  -- n - 1 conditions: orthogonal to the lower states of A and the upper states of H
  let u : {i : Fin n // i ≠ m} → EuclideanSpace ℂ (Fin n) :=
    fun i => if i.1 < m then a i.1 else h i.1
  let L : EuclideanSpace ℂ (Fin n) →ₗ[ℂ] ({i : Fin n // i ≠ m} → ℂ) :=
    LinearMap.pi fun i => innerₛₗ ℂ (u i)
  have hd : Module.finrank ℂ ({i : Fin n // i ≠ m} → ℂ)
      < Module.finrank ℂ (EuclideanSpace ℂ (Fin n)) := by
    rw [Module.finrank_fintype_fun_eq_card, finrank_euclideanSpace]
    exact Fintype.card_subtype_lt (x := m) (fun h => h rfl)
  obtain ⟨x, hx, hx0⟩ := Submodule.exists_mem_ne_zero_of_ne_bot
    (LinearMap.ker_ne_bot_of_finrank_lt (f := L) hd)
  have hu : ∀ i, inner ℂ (u i) x = 0 := fun i => congrFun (LinearMap.mem_ker.1 hx) i
  refine ⟨x, hx0, ?_, ?_⟩
  · rw [expectation_eq hA ha, ← a.sum_sq_norm_inner_right x, Finset.mul_sum]
    refine Finset.sum_le_sum fun i _ => ?_
    rcases lt_or_ge i m with hi | hi
    · have h0 : inner ℂ (a i) x = 0 := by simpa [u, hi] using hu ⟨i, hi.ne⟩
      simp [h0]
    · exact mul_le_mul_of_nonneg_right (ha.mono hi) (sq_nonneg _)
  · rw [expectation_eq hH hh, ← h.sum_sq_norm_inner_right x, Finset.mul_sum]
    refine Finset.sum_le_sum fun i _ => ?_
    rcases lt_or_ge m i with hi | hi
    · have h0 : inner ℂ (h i) x = 0 := by simpa [u, hi.not_gt] using hu ⟨i, hi.ne'⟩
      simp [h0]
    · exact mul_le_mul_of_nonneg_right (hh.mono hi) (sq_nonneg _)

/-- A potential of operator norm at most `v` changes the energy expectation of a state by at
most `v` times its squared norm. -/
theorem abs_expectation_shift_le (A : Matrix (Fin n) (Fin n) ℂ) {V : Matrix (Fin n) (Fin n) ℂ}
    {v : ℝ} (hv : ‖V‖ ≤ v) (x : EuclideanSpace ℂ (Fin n)) :
    |expectation (A + V) x - expectation A x| ≤ v * ‖x‖ ^ 2 := by
  have h1 : expectation (A + V) x - expectation A x = expectation V x := by
    simp only [expectation, map_add, LinearMap.add_apply, inner_add_right, Complex.add_re]
    ring
  have h2 : ‖Matrix.toEuclideanLin V x‖ ≤ ‖V‖ * ‖x‖ := Matrix.l2_opNorm_mulVec V x
  rw [h1]
  calc |expectation V x| ≤ ‖inner ℂ x (Matrix.toEuclideanLin V x)‖ := Complex.abs_re_le_norm _
    _ ≤ ‖x‖ * ‖Matrix.toEuclideanLin V x‖ := norm_inner_le_norm _ _
    _ ≤ ‖x‖ * (v * ‖x‖) := by
        refine mul_le_mul_of_nonneg_left (h2.trans ?_) (norm_nonneg x)
        exact mul_le_mul_of_nonneg_right hv (norm_nonneg x)
    _ = v * ‖x‖ ^ 2 := by ring

/-- If level `i` at one k point exceeds level `j` at another by more than `2 v`, it still does
exceed it after Hermitian potentials of operator norm at most `v` are added at both points. -/
theorem band_overlap_persists {A B V W : Matrix (Fin n) (Fin n) ℂ} (hA : A.IsHermitian)
    (hB : B.IsHermitian) (hV : V.IsHermitian) (hW : W.IsHermitian) {v : ℝ}
    (hVv : ‖V‖ ≤ v) (hWv : ‖W‖ ≤ v) (i j : Fin n)
    (hover : bandEnergy hB j + 2 * v < bandEnergy hA i) :
    bandEnergy (hB.add hW) j < bandEnergy (hA.add hV) i := by
  -- a trial state at the first k point bounds the level from below
  have h1 : bandEnergy hA i - v ≤ bandEnergy (hA.add hV) i := by
    obtain ⟨x, hx, hl, hr⟩ := exists_common_trial_state hA (hA.add hV)
      (isLevelScheme_bandEnergy hA) (isLevelScheme_bandEnergy (hA.add hV)) i
    have hs := abs_le.1 (abs_expectation_shift_le A hVv x)
    have hp : 0 < ‖x‖ ^ 2 := pow_pos (norm_pos_iff.2 hx) 2
    exact le_of_mul_le_mul_right (by linarith [hs.1]) hp
  -- a trial state at the second k point bounds the level from above
  have h2 : bandEnergy (hB.add hW) j ≤ bandEnergy hB j + v := by
    obtain ⟨x, hx, hl, hr⟩ := exists_common_trial_state (hB.add hW) hB
      (isLevelScheme_bandEnergy (hB.add hW)) (isLevelScheme_bandEnergy hB) j
    have hs := abs_le.1 (abs_expectation_shift_le B hWv x)
    have hp : 0 < ‖x‖ ^ 2 := pow_pos (norm_pos_iff.2 hx) 2
    exact le_of_mul_le_mul_right (by linarith [hs.2]) hp
  linarith

/-- If band `m` at `k₁` exceeds band `m + 1` at `k₂` by more than `2 v`, no Hermitian potential
of operator norm at most `v` at each k point opens a global gap above band `m`. -/
theorem no_global_gap {K : Type*} {H V : K → Matrix (Fin n) (Fin n) ℂ}
    (hH : ∀ k, (H k).IsHermitian) (hV : ∀ k, (V k).IsHermitian) {v : ℝ}
    (hv : ∀ k, ‖V k‖ ≤ v) (m : ℕ) (hm : m + 1 < n) (k₁ k₂ : K)
    (hover : bandEnergy (hH k₂) ⟨m + 1, hm⟩ + 2 * v < bandEnergy (hH k₁) ⟨m, by omega⟩) :
    ¬ HasGlobalGap (H := fun k => H k + V k) (fun k => (hH k).add (hV k)) m hm := by
  rintro ⟨μ, hμ⟩
  have h := band_overlap_persists (hH k₁) (hH k₂) (hV k₁) (hV k₂) (hv k₁) (hv k₂) _ _ hover
  exact lt_asymm h ((hμ k₁).1.trans (hμ k₂).2)

/-- A Hamiltonian that is diagonal in plane waves, with energies in increasing order, has
these energies as its band energies. -/
theorem bandEnergy_diagonal {A : Matrix (Fin n) (Fin n) ℂ} (hA : A.IsHermitian)
    {d : Fin n → ℝ} (hd : Monotone d) (h : A = planeWaveDiagonal d) (m : Fin n) :
    bandEnergy hA m = d m := by
  have hs : IsLevelScheme A d (EuclideanSpace.basisFun (Fin n) ℂ) := by
    refine ⟨hd, fun i => ?_⟩
    subst h
    ext j
    change (Matrix.diagonal (fun i => (d i : ℂ)) *ᵥ
      (EuclideanSpace.basisFun (Fin n) ℂ i).ofLp) j
        = (d i : ℂ) * (EuclideanSpace.basisFun (Fin n) ℂ i).ofLp j
    rw [Matrix.mulVec_diagonal]
    by_cases hij : j = i
    · rw [hij]
    · simp [EuclideanSpace.basisFun_apply, hij]
  -- compare the two level schemes of A through common trial states
  have hb := isLevelScheme_bandEnergy hA
  apply le_antisymm
  · obtain ⟨x, hx, hl, hr⟩ := exists_common_trial_state hA hA hb hs m
    exact le_of_mul_le_mul_right (hl.trans hr) (pow_pos (norm_pos_iff.2 hx) 2)
  · obtain ⟨x, hx, hl, hr⟩ := exists_common_trial_state hA hA hs hb m
    exact le_of_mul_le_mul_right (hl.trans hr) (pow_pos (norm_pos_iff.2 hx) 2)

/-- The threshold `2 v` is sharp for every `v ≥ 0`: for levels `2v, 3v` and `-v, 0` at two k points
the overlap is exactly `2 v`, and adding the same potential `diag(-v, v)`, of operator norm at most
`v`, at both makes the lower level at the first point equal the upper level at the second. -/
theorem overlap_threshold_sharp {v : ℝ} (hv : 0 ≤ v) :
    let hA := isHermitian_planeWaveDiagonal ![2 * v, 3 * v]
    let hB := isHermitian_planeWaveDiagonal ![-v, 0]
    let hV := isHermitian_planeWaveDiagonal ![-v, v]
    ‖planeWaveDiagonal ![-v, v]‖ ≤ v ∧
      bandEnergy hA 0 = bandEnergy hB 1 + 2 * v ∧
      bandEnergy (hA.add hV) 0 = bandEnergy (hB.add hV) 1 := by
  intro hA hB hV
  have mono : ∀ {a b : ℝ}, a ≤ b → Monotone ![a, b] := by
    intro a b hab
    refine Fin.monotone_iff_le_succ.2 fun i => ?_
    fin_cases i
    simpa using hab
  have eA : planeWaveDiagonal ![2 * v, 3 * v] + planeWaveDiagonal ![-v, v]
      = planeWaveDiagonal ![v, 4 * v] := by
    ext i j
    fin_cases i <;> fin_cases j <;> simp [planeWaveDiagonal] <;> ring
  have eB : planeWaveDiagonal ![-v, 0] + planeWaveDiagonal ![-v, v]
      = planeWaveDiagonal ![-2 * v, v] := by
    ext i j
    fin_cases i <;> fin_cases j <;> simp [planeWaveDiagonal]
    ring
  refine ⟨?_, ?_, ?_⟩
  · unfold planeWaveDiagonal
    rw [Matrix.l2_opNorm_diagonal, pi_norm_le_iff_of_nonneg hv]
    intro i
    fin_cases i <;> simp [abs_of_nonneg hv]
  · rw [bandEnergy_diagonal hA (mono (by linarith)) rfl,
      bandEnergy_diagonal hB (mono (by linarith)) rfl]
    simp
  · rw [bandEnergy_diagonal (hA.add hV) (mono (by linarith)) eA,
      bandEnergy_diagonal (hB.add hV) (mono (by linarith)) eB]
    simp

end

end BandOverlap
```

```lean
#print axioms BandOverlap.no_global_gap
-- 'BandOverlap.no_global_gap' depends on axioms: [propext, Classical.choice, Quot.sound]
#print axioms BandOverlap.overlap_threshold_sharp
-- 'BandOverlap.overlap_threshold_sharp' depends on axioms: [propext, Classical.choice, Quot.sound]
```

### From the trial states to the Lean proof

`IsLevelScheme` packages an orthonormal eigenbasis with increasing energies, and `isLevelScheme_bandEnergy` supplies one for every Hermitian matrix by reordering Mathlib's eigenvectors. `expectation_eq` is the expansion in that basis; it moves the matrix across the inner product using its symmetry.

In `exists_common_trial_state`, the vectors `u` are indexed by the levels other than `m`: eigenvectors of `A` below it, of `H` above it. The linear map `L` collects the $n-1$ overlaps with them. Its target has smaller dimension than its domain, so its kernel contains a nonzero `x`. Both energy bounds then follow term by term with `Finset.sum_le_sum`: a term either vanishes by orthogonality or is controlled by the ordering of the levels.

`abs_expectation_shift_le` combines the Cauchy–Schwarz inequality with the operator-norm bound. In `band_overlap_persists`, `h1` and `h2` are the estimates at the two k points. There `le_of_mul_le_mul_right` removes the positive factor $\|x\|^2$, and the final `linarith` adds the estimates to the overlap hypothesis. `no_global_gap` chains the two inequalities for `μ` and meets the opposite strict inequality.

To evaluate the example, `bandEnergy_diagonal` shows that increasing diagonal entries are the band energies. It applies the trial-state lemma to one matrix with two level schemes, the sorted eigenvalues and the diagonal entries, in both orders; the two inequalities give equality. `overlap_threshold_sharp` then computes the sums of the diagonal matrices and reads off their levels.
